# With fixed polar coupling, the Fan shift at a parabolic band edge diverges as $w^{-1/2}$ when the phonon energy $w$ tends to zero

Q: Take a carrier at the bottom of a band, with unit polar coupling and units in which $\hbar = 1$ and $2m = 1$, where $m$ is the band mass. The Fan integral over the phonon momentum $q$, up to a cutoff $Q$, is then
$$\int_0^Q \frac{dq}{q^2+w},$$
with $w$ the phonon energy. If I drop $w$, I get $1/q^2$, which has no finite integral down to zero. How does a small $w$ repair that?

A: It stops the denominator from shrinking once $q$ is below about $\sqrt w$. That region has width $\sqrt w$ and the integrand there is of order $1/w$, so it contributes about $1/\sqrt w$. The exact value follows from the derivative
$$\frac{d}{dq}\,\frac{\arctan(q/\sqrt w)}{\sqrt w}=\frac{1}{w}\cdot\frac{1}{1+q^2/w}=\frac{1}{q^2+w}.$$
The arctangent vanishes at $q=0$, so the integral is $\arctan(Q/\sqrt w)/\sqrt w$. As $w$ decreases to zero the arctangent tends to $\pi/2$, and the integral grows as $\pi/(2\sqrt w)$.

Q: That is calculus. Where are the coupling and the phase space?

A: They cancelled. In three dimensions the radial phase-space weight is $q^2$. The squared coupling to the electric field of a long-wavelength longitudinal optical phonon is $C/q^2$, where the constant $C$ holds the coupling strength and the angular factors. A carrier at the band minimum that emits a virtual phonon reaches a state higher by $q^2/2m + w$. For $q>0$,
$$q^2\cdot\frac{C}{q^2}\cdot\frac{1}{q^2/2m+w}=\frac{2mC}{q^2+2mw}.$$
This is $2mC$ times the first integrand with $w$ replaced by $2mw$, so the magnitude of the shift is
$$S(w)=\frac{2mC}{\sqrt{2mw}}\arctan\frac{Q}{\sqrt{2mw}}.$$
Since $\sqrt w\cdot 2mC/\sqrt{2mw}=C\sqrt{2m}$, we get $\sqrt w\,S(w)\to C\sqrt{2m}\,\pi/2$. For $C>0$ that limit is positive, so $S(w)$ itself goes to infinity.

Q: Does the formal version start from the physical integrand, or from the one already simplified?

A: From the physical one. The file opens with its import and namespace.

```lean
import Mathlib

open Filter Topology MeasureTheory

namespace PolarFanBandEdge

noncomputable section
```

The integrand keeps all three factors separate.

```lean
/-- Radial Fan integrand: phase-space weight `q²`, squared polar coupling `C/q²`, and energy
denominator `q²/(2m) + w` for band mass `m` and energy offset `w` (units with `ħ = 1`). -/
def fanIntegrand (C m w q : ℝ) : ℝ := q ^ 2 * (C / q ^ 2) / (q ^ 2 / (2 * m) + w)
```

The shift is its integral from zero to the cutoff.

```lean
/-- Magnitude of the polar Fan shift, with phonon momenta up to the cutoff `Q`. -/
def fanShift (C m w Q : ℝ) : ℝ := ∫ q in (0 : ℝ)..Q, fanIntegrand C m w q
```

In `fanIntegrand C m w q` the arguments are the coupling constant, the band mass, the energy offset and the phonon momentum, all real numbers. `fanShift C m w Q` is a magnitude: at a conduction-band minimum the level moves down by this amount.

Q: What has been idealised to get there?

A: The band is isotropic and parabolic, and there is one phonon branch with no dispersion. The temperature is zero, so only emission enters. The shift is of second order in the coupling and is evaluated at the bare band energy. The Debye–Waller term is absent. The cutoff stands for the momentum range in which the parabola and the $1/q^2$ law are used. These choices are built into the definitions; the theorems do not derive them from a Hamiltonian.

Q: My main objection concerns $C$. In the Fröhlich model the squared coupling is itself proportional to the phonon energy at fixed dielectric constants. Let the phonon soften and your divergence disappears.

A: It does: with $C\propto w$ the shift would vanish as $\sqrt w$. The theorems hold $C$ fixed, so they describe a different operation, in which the coupling keeps its value and the phonon energy is removed from the denominator. That is the adiabatic approximation to the Fan term, and it is the sense in which $w$ tends to zero here.

Q: Then show me how the arctangent is proved.

A: The first theorem is the case we began with. It assumes $w>0$ and places no condition on `Q`.

```lean
/-- For `w > 0`, the integral of `1/(q² + w)` from `0` to `Q` is `arctan(Q/√w)/√w`. -/
theorem integral_long_wavelength (Q : ℝ) {w : ℝ} (hw : 0 < w) :
    ∫ q in (0 : ℝ)..Q, 1 / (q ^ 2 + w) = Real.arctan (Q / √w) / √w := by
  have key : ∀ s q : ℝ, 0 < s →
      1 / (1 + (q / s) ^ 2) * (1 / s) / s = 1 / (q ^ 2 + s ^ 2) := by
    intro s q hs
    have hA : q ^ 2 + s ^ 2 ≠ 0 := by positivity
    have e : 1 + (q / s) ^ 2 = (q ^ 2 + s ^ 2) / s ^ 2 := by
      rw [div_pow, add_div, div_self (pow_ne_zero 2 hs.ne'), add_comm]
    rw [e]
    field_simp
  -- the antiderivative is a rescaled arctangent
  have hd : ∀ q ∈ Set.uIcc 0 Q,
      HasDerivAt (fun q : ℝ => Real.arctan (q / √w) / √w) (1 / (q ^ 2 + w)) q := by
    intro q _
    have h := (((hasDerivAt_id' q).div_const (√w)).arctan).div_const (√w)
    refine h.congr_deriv ?_
    rw [key _ q (Real.sqrt_pos.2 hw), Real.sq_sqrt hw.le]
  have hc : Continuous fun q : ℝ => 1 / (q ^ 2 + w) := by
    refine continuous_const.div (by fun_prop) (fun q => ?_)
    positivity
  rw [intervalIntegral.integral_eq_sub_of_hasDerivAt hd (hc.intervalIntegrable 0 Q)]
  simp
```

The step `hd` is the derivative computed above, and `key` is the algebra that brings it to the form $1/(q^2+w)$. The step `hc` supplies continuity, hence integrability, and the fundamental theorem of calculus gives the difference of the endpoint values.

Q: The cancellation $q^2\cdot C/q^2=C$ is only legitimate for $q\neq0$. Is that respected?

A: Yes. The closed form assumes $m>0$, $w>0$ and $Q\ge0$, and the two integrands are compared only on the interval $0<q\le Q$.

```lean
/-- Closed form of the polar Fan shift for positive band mass and phonon energy. -/
theorem fanShift_eq (C : ℝ) {m w Q : ℝ} (hm : 0 < m) (hw : 0 < w) (hQ : 0 ≤ Q) :
    fanShift C m w Q = C * (2 * m) / √(2 * m * w) * Real.arctan (Q / √(2 * m * w)) := by
  have h : fanShift C m w Q
      = ∫ q in (0 : ℝ)..Q, C * (2 * m) * (1 / (q ^ 2 + 2 * m * w)) := by
    unfold fanShift
    apply intervalIntegral.integral_congr_ae
    refine Filter.Eventually.of_forall fun q hq => ?_
    rw [Set.uIoc_of_le hQ] at hq
    have hq0 : q ≠ 0 := hq.1.ne'
    have hm2 : 2 * m ≠ 0 := by positivity
    -- the phase-space factor cancels the polar singularity of the coupling
    have e1 : q ^ 2 * (C / q ^ 2) = C := mul_div_cancel₀ C (pow_ne_zero 2 hq0)
    have e2 : q ^ 2 / (2 * m) + w = (q ^ 2 + 2 * m * w) / (2 * m) := by
      rw [add_div, mul_div_cancel_left₀ _ hm2]
    show fanIntegrand C m w q = C * (2 * m) * (1 / (q ^ 2 + 2 * m * w))
    unfold fanIntegrand
    rw [e1, e2, div_div_eq_mul_div]
    ring
  rw [h, intervalIntegral.integral_const_mul, integral_long_wavelength Q (by positivity)]
  ring
```

The single point $q=0$ has no effect on the integral. Inside the proof, `e1` is the cancellation and `e2` puts the energy denominator over $2m$. The constant $2mC$ then comes out of the integral, and the previous theorem is applied with $2mw$ in place of $w$.

Q: And the limit? I want $w$ to approach zero through positive values only.

A: That is what `𝓝[>] 0` expresses. A lemma first shows that $1/\sqrt{cw}$ goes to infinity in this limit for any $c>0$.

```lean
/-- The inverse momentum scale `1/√(c w)` diverges as the phonon energy `w` decreases to zero. -/
theorem inv_sqrt_tendsto {c : ℝ} (hc : 0 < c) :
    Tendsto (fun w : ℝ => (√(c * w))⁻¹) (𝓝[>] 0) atTop := by
  have hcont : Continuous fun w : ℝ => √(c * w) := by fun_prop
  have h0 : Tendsto (fun w : ℝ => √(c * w)) (𝓝 0) (𝓝 0) := by
    have h := hcont.tendsto 0
    simpa using h
  have h1 : Tendsto (fun w : ℝ => √(c * w)) (𝓝[>] 0) (𝓝[>] 0) := by
    refine tendsto_nhdsWithin_iff.2 ⟨h0.mono_left nhdsWithin_le_nhds, ?_⟩
    filter_upwards [self_mem_nhdsWithin] with w hw
    exact Real.sqrt_pos.2 (mul_pos hc hw)
  exact tendsto_inv_nhdsGT_zero.comp h1
```

The square root tends to zero by continuity and stays positive, so its inverse diverges. With $c=2m$, this says that the cutoff becomes infinitely large when measured in units of the phonon momentum $\sqrt{2mw}$. The scaled limit follows.

```lean
/-- Multiplied by `√w`, the band-edge Fan shift tends to `C √(2m) π/2` as the phonon energy `w`
decreases to zero, for every positive momentum cutoff. -/
theorem sqrt_mul_fanShift_tendsto (C : ℝ) {m Q : ℝ} (hm : 0 < m) (hQ : 0 < Q) :
    Tendsto (fun w => √w * fanShift C m w Q) (𝓝[>] 0)
      (𝓝 (C * √(2 * m) * (Real.pi / 2))) := by
  have hm2 : 0 < 2 * m := by positivity
  have hq : Tendsto (fun w : ℝ => Q / √(2 * m * w)) (𝓝[>] 0) atTop :=
    ((inv_sqrt_tendsto hm2).const_mul_atTop hQ).congr fun w => (div_eq_mul_inv _ _).symm
  -- the cutoff becomes infinite in units of the phonon momentum scale
  have ha : Tendsto (fun w : ℝ => Real.arctan (Q / √(2 * m * w))) (𝓝[>] 0)
      (𝓝 (Real.pi / 2)) :=
    (Real.tendsto_arctan_atTop.mono_right nhdsWithin_le_nhds).comp hq
  refine (ha.const_mul (C * √(2 * m))).congr' ?_
  filter_upwards [self_mem_nhdsWithin] with w hw
  have hw' : 0 < w := hw
  have hk : √w * (C * (2 * m) / √(2 * m * w)) = C * √(2 * m) := by
    have h2 : √(2 * m) * √(2 * m) = 2 * m := Real.mul_self_sqrt hm2.le
    have hs : √(2 * m) * √w ≠ 0 :=
      mul_ne_zero (Real.sqrt_pos.2 hm2).ne' (Real.sqrt_pos.2 hw').ne'
    rw [Real.sqrt_mul hm2.le, ← mul_div_assoc, div_eq_iff hs]
    linear_combination (-(C * √w)) * h2
  rw [fanShift_eq C hm hw' hQ.le]
  linear_combination (-Real.arctan (Q / √(2 * m * w))) * hk
```

Here `hq` sends the argument of the arctangent to infinity, `ha` sends the arctangent to $\pi/2$, and `hk` is the identity $\sqrt w\cdot 2mC/\sqrt{2mw}=C\sqrt{2m}$. The closed form is used only for $w>0$, which is enough for a limit from the right. The limiting value does not contain $Q$.

Q: A finite limit of $\sqrt w\,S(w)$ is still not the statement that $S(w)$ diverges.

A: It becomes that statement once the limit is known to be positive, which is why the next theorem assumes $C>0$.

```lean
/-- At a band edge, with fixed coupling `C > 0`, the polar Fan shift grows without bound as the
phonon energy decreases to zero. -/
theorem fanShift_tendsto_atTop {C m Q : ℝ} (hC : 0 < C) (hm : 0 < m) (hQ : 0 < Q) :
    Tendsto (fun w => fanShift C m w Q) (𝓝[>] 0) atTop := by
  have h1 : Tendsto (fun w : ℝ => (√w)⁻¹) (𝓝[>] 0) atTop := by
    simpa using inv_sqrt_tendsto (c := 1) one_pos
  have hpos : 0 < C * √(2 * m) * (Real.pi / 2) := by positivity
  refine (h1.atTop_mul_pos hpos (sqrt_mul_fanShift_tendsto C hm hQ)).congr' ?_
  filter_upwards [self_mem_nhdsWithin] with w hw
  exact inv_mul_cancel_left₀ (Real.sqrt_pos.2 hw).ne' _
```

The proof writes $S(w)$ as $(1/\sqrt w)\cdot(\sqrt w\,S(w))$. The first factor goes to infinity and the second to a positive number. The conclusion `atTop` means that $S(w)$ eventually exceeds any given bound.

Q: People who make the adiabatic approximation don't take a limit. They set $w=0$ at the start. Why not state that the shift is infinite there?

A: Because Lean's integral is a real number for every integrand, and it is assigned the value 0 when the integrand is not integrable. The expression `fanShift C m 0 Q` would therefore look harmless. The meaningful statement is that the static integrand is not integrable on $[0,Q]$, for any $C\ne0$, $m>0$ and $Q>0$.

```lean
/-- With nonzero coupling and the phonon energy set to zero from the start, the band-edge Fan
integrand is not integrable down to zero momentum. -/
theorem static_not_integrable {C m Q : ℝ} (hC : C ≠ 0) (hm : 0 < m) (hQ : 0 < Q) :
    ¬ IntervalIntegrable (fanIntegrand C m 0) volume 0 Q := by
  intro h
  have hg : ContinuousOn (fun q : ℝ => q / (2 * m * C)) (Set.uIcc 0 Q) :=
    (continuous_id.div_const _).continuousOn
  have h1 := h.mul_continuousOn hg
  -- the factor q/(2mC) turns the static integrand into 1/q, which is already not integrable
  have e : (fun q : ℝ => fanIntegrand C m 0 q * (q / (2 * m * C))) = fun q => q⁻¹ := by
    funext q
    unfold fanIntegrand
    by_cases hq : q = 0
    · simp [hq]
    · rw [add_zero]
      field_simp
  rw [e] at h1
  rcases intervalIntegrable_inv_iff.1 h1 with h0 | h0
  · exact hQ.ne h0
  · exact h0 Set.left_mem_uIcc
```

By hand, the static integrand is $2mC/q^2$, and its integral from $\varepsilon$ to $Q$ is $2mC(1/\varepsilon-1/Q)$, which is unbounded as $\varepsilon\to0$. The formal proof argues by contradiction. If the integrand were integrable, so would be its product with the continuous function $q/(2mC)$. That product is $1/q$, and Mathlib already knows that $1/q$ is not integrable on an interval of positive length that contains zero.

Q: So is polar coupling enough to cause the trouble, or does the energy of the intermediate state matter too?

A: It matters that the energy denominator closes at $q=0$. Suppose the intermediate band lies higher by $\Delta>0$. The denominator becomes $q^2/2m+\Delta+w$, which stays at or above $\Delta$, and the shift tends to its static value.

```lean
/-- If the intermediate band is offset by an energy `Δ > 0`, the Fan shift converges to its
static value as the phonon energy decreases to zero. -/
theorem fanShift_offset_tendsto (C : ℝ) {m Δ Q : ℝ} (hm : 0 < m) (hΔ : 0 < Δ) (hQ : 0 ≤ Q) :
    Tendsto (fun w => fanShift C m (Δ + w) Q) (𝓝[>] 0) (𝓝 (fanShift C m Δ Q)) := by
  have hcont : Continuous fun w : ℝ => √(2 * m * (Δ + w)) := by fun_prop
  have h0 := hcont.tendsto 0
  simp only [add_zero] at h0
  have hs := h0.mono_left (nhdsWithin_le_nhds (s := Set.Ioi (0 : ℝ)))
  have hne : √(2 * m * Δ) ≠ 0 := (Real.sqrt_pos.2 (by positivity)).ne'
  rw [fanShift_eq C hm hΔ hQ]
  refine ((tendsto_const_nhds.div hs hne).mul
    ((Real.continuous_arctan.tendsto _).comp (tendsto_const_nhds.div hs hne))).congr' ?_
  filter_upwards [self_mem_nhdsWithin] with w hw
  exact (fanShift_eq C hm (add_pos hΔ hw) hQ).symm
```

The proof inserts $\Delta+w$ into the closed form and uses continuity at $w=0$, where $\sqrt{2m\Delta}$ is not zero. The theorem keeps the full $C/q^2$ coupling for the offset band. Real interband coupling is usually weaker at long wavelength, so this is a demanding version of the comparison.

Q: What if I take $\Delta=0$ in that theorem?

A: It fails. With $C=1$, $2m=1$, $Q=1$ and $\Delta=0$, the shift is $\arctan(1/\sqrt w)/\sqrt w$. At $w=10^{-4}$ this is about 156, at $w=10^{-6}$ about 1570, and it has no finite limit. The positive offset is exactly what separates the two situations.

Q: One last suspicion: could the divergence be produced by large momenta and hidden by the cutoff?

A: No. At fixed $w>0$ the cutoff can be removed, and the shift stays finite.

```lean
/-- At fixed positive phonon energy the Fan shift has a finite limit when the momentum cutoff
is removed. -/
theorem fanShift_cutoff_tendsto (C : ℝ) {m w : ℝ} (hm : 0 < m) (hw : 0 < w) :
    Tendsto (fun Q => fanShift C m w Q) atTop
      (𝓝 (C * (2 * m) / √(2 * m * w) * (Real.pi / 2))) := by
  have hs : 0 < √(2 * m * w) := Real.sqrt_pos.2 (by positivity)
  have ha : Tendsto (fun Q : ℝ => Real.arctan (Q / √(2 * m * w))) atTop (𝓝 (Real.pi / 2)) :=
    (Real.tendsto_arctan_atTop.mono_right nhdsWithin_le_nhds).comp
      (tendsto_id.atTop_div_const hs)
  refine (ha.const_mul (C * (2 * m) / √(2 * m * w))).congr' ?_
  filter_upwards [eventually_ge_atTop (0 : ℝ)] with Q hQ
  exact (fanShift_eq C hm hw hQ).symm

end

end PolarFanBandEdge
```

As $Q$ grows the arctangent again tends to $\pi/2$, so the shift tends to $(2mC/\sqrt{2mw})\,\pi/2$. The divergence at small $w$ comes from long wavelengths.

```lean
#print axioms PolarFanBandEdge.fanShift_tendsto_atTop
#print axioms PolarFanBandEdge.static_not_integrable
#print axioms PolarFanBandEdge.fanShift_offset_tendsto
#print axioms PolarFanBandEdge.fanShift_cutoff_tendsto
```

```
'PolarFanBandEdge.fanShift_tendsto_atTop' depends on axioms: [propext, Classical.choice, Quot.sound]
'PolarFanBandEdge.static_not_integrable' depends on axioms: [propext, Classical.choice, Quot.sound]
'PolarFanBandEdge.fanShift_offset_tendsto' depends on axioms: [propext, Classical.choice, Quot.sound]
'PolarFanBandEdge.fanShift_cutoff_tendsto' depends on axioms: [propext, Classical.choice, Quot.sound]
```

Q: Where would I meet this in an actual calculation?

A: In the zero-point shift of a band edge in a polar semiconductor, computed as a sum over a grid of phonon momenta; the present model covers its long-wavelength part for one parabolic band and one flat phonon branch. If the code omits phonon energies from the denominators and skips the point $q=0$, the terms near the origin behave as $1/q^4$ on a three-dimensional grid. With grid spacing $h$, their sum weighted by $h^3$ grows as $1/h$, so refining the grid makes the answer larger instead of converging it.

Q: Suppose a code adds a small imaginary part $i\eta$ to the denominator. Doesn't that cure it?

A: It makes the number finite, but the number then depends on $\eta$: in this model the real part of the static integral grows as $\eta^{-1/2}$ when $\eta$ is reduced. Keeping the phonon energy gives a definite limit, provided the grid resolves momenta of order $\sqrt{2mw}$. These remarks on grids and broadening are estimates made by hand from the same integrand, and the theorems above do not include them.

Q: Then I accept the statement for what it is: with the coupling held fixed, the phonon energy in the denominator is what keeps the band-edge shift finite.
